# The Chebyshev convergence bound for energy-norm Krylov minimizers

Let $A$ be a symmetric operator on a finite-dimensional real inner product space, with all eigenvalues in $[a,b]$, $0<a<b$, and let $Ax_s=f$. If $x$ minimizes the energy-norm error over $x_0$ plus the $n$-th Krylov space of the initial residual, then, with $k=b/a$,

$$\|x_s-x\|_A\le 2\left(\frac{\sqrt k-1}{\sqrt k+1}\right)^n\|x_s-x_0\|_A .$$

For finite, symmetric positive definite systems in exact arithmetic, such as a conforming finite-element discretization of $-\Delta\phi=g$ on a bounded domain with $\phi=0$ on the boundary, this bounds the error of conjugate gradients, whose iterates are these minimizers. The error bounds in (f)–(h) take minimality as a hypothesis; they do not derive it from the algorithm's recurrences or treat rounding.

## Energy norm, Krylov space and minimizer

In Lean, `E` is the vector space, `A : E →ₗ[ℝ] E` the operator and `xs` the exact solution $x_s$.

```lean
import Mathlib

open Polynomial

namespace ConjugateGradientChebyshev

noncomputable section

variable {E : Type*} [NormedAddCommGroup E] [InnerProductSpace ℝ E]
```

The energy norm is $\|e\|_A=\sqrt{\langle e,Ae\rangle}$.

```lean
/-- The energy norm `√⟨e, A e⟩` of an error vector `e`. -/
def energyNorm (A : E →ₗ[ℝ] E) (e : E) : ℝ := √(inner ℝ e (A e))
```

The Krylov space $K_n(A,r)$ is spanned by $A^jr$ for $0\le j<n$, so $K_0=\{0\}$.

```lean
/-- The `n`-th Krylov space, spanned by `r, A r, ..., A^(n-1) r`. -/
def krylov (A : E →ₗ[ℝ] E) (r : E) (n : ℕ) : Submodule ℝ E :=
  Submodule.span ℝ (Set.range fun j : Fin n => (A ^ (j : ℕ)) r)
```

A minimizer lies in $x_0+K_n(A,f-Ax_0)$ and has the smallest energy-norm error there.

```lean
/-- `x` minimizes the energy-norm distance to `xs` over `x₀` plus the `n`-th Krylov space
of the initial residual `f - A x₀`. -/
def IsKrylovMinimizer (A : E →ₗ[ℝ] E) (f xs x₀ : E) (n : ℕ) (x : E) : Prop :=
  x - x₀ ∈ krylov A (f - A x₀) n ∧
    ∀ y, y - x₀ ∈ krylov A (f - A x₀) n → energyNorm A (xs - x) ≤ energyNorm A (xs - y)
```

Write $\rho=(\sqrt k-1)/(\sqrt k+1)$ for the convergence factor. The ratio $k$ is the condition number when $a$ and $b$ are the extreme eigenvalues; a wider enclosing interval is also allowed.

```lean
/-- The convergence factor `(√k - 1) / (√k + 1)` as a function of a real number `k`. -/
def cgRate (k : ℝ) : ℝ := (√k - 1) / (√k + 1)
```

## (a) Chebyshev polynomials on $[-1,1]$

Let $T_0=1$, $T_1(y)=y$ and $T_{n+2}=2yT_{n+1}-T_n$. Show that $|T_n(y)|\le1$ for $-1\le y\le1$.

**Solution.** Put $y=\cos\theta$. The identity $\cos((n+2)\theta)=2\cos\theta\cos((n+1)\theta)-\cos(n\theta)$ gives $T_n(\cos\theta)=\cos n\theta$ by two-step induction. Lean does the same, with $\theta=\arccos y$.

```lean
/-- On `[-1, 1]` the Chebyshev polynomials are bounded by one in absolute value. -/
theorem chebyshev_abs_le_one (n : ℕ) {y : ℝ} (h1 : -1 ≤ y) (h2 : y ≤ 1) :
    |(Chebyshev.T ℝ n).eval y| ≤ 1 := by
  have hcos : ∀ θ : ℝ, (Chebyshev.T ℝ n).eval (Real.cos θ) = Real.cos (n * θ) := by
    intro θ
    induction n using Nat.twoStepInduction with
    | zero => simp
    | one => simp
    | more n h0 h1 =>
      have hr : Chebyshev.T ℝ ((n + 2 : ℕ) : ℤ)
          = 2 * X * Chebyshev.T ℝ ((n + 1 : ℕ) : ℤ) - Chebyshev.T ℝ (n : ℤ) := by
        push_cast
        exact Chebyshev.T_add_two ℝ n
      have e1 : ((n + 2 : ℕ) : ℝ) * θ = ((n + 1 : ℕ) : ℝ) * θ + θ := by push_cast; ring
      have e2 : (n : ℝ) * θ = ((n + 1 : ℕ) : ℝ) * θ - θ := by push_cast; ring
      rw [e2, Real.cos_sub] at h0
      rw [hr, e1, Real.cos_add, eval_sub, eval_mul, eval_mul, eval_ofNat, eval_X, h0, h1]
      ring
  rw [← Real.cos_arccos h1 h2, hcos]
  exact Real.abs_cos_le_one _
```

## (b) Chebyshev polynomials at a mean of reciprocals

For $tu=1$, show that $T_n((t+u)/2)=(t^n+u^n)/2$.

**Solution.** The cases $n=0,1$ are immediate. For the step,
$$(t+u)\frac{t^{n+1}+u^{n+1}}2-\frac{t^n+u^n}2=\frac{t^{n+2}+u^{n+2}}2,$$
because the cross terms are $tu(t^n+u^n)/2$. `linear_combination` supplies this use of $tu=1$.

```lean
/-- If `t u = 1`, the Chebyshev polynomial at `(t + u) / 2` equals `(t^n + u^n) / 2`. -/
theorem chebyshev_eval_mean (n : ℕ) {t u : ℝ} (h : t * u = 1) :
    (Chebyshev.T ℝ n).eval ((t + u) / 2) = (t ^ n + u ^ n) / 2 := by
  induction n using Nat.twoStepInduction with
  | zero => simp
  | one => simp
  | more n h0 h1 =>
    have hr : Chebyshev.T ℝ ((n + 2 : ℕ) : ℤ)
        = 2 * X * Chebyshev.T ℝ ((n + 1 : ℕ) : ℤ) - Chebyshev.T ℝ (n : ℤ) := by
      push_cast
      exact Chebyshev.T_add_two ℝ n
    rw [hr, eval_sub, eval_mul, eval_mul, eval_ofNat, eval_X, h0, h1]
    linear_combination (t ^ n + u ^ n) / 2 * h
```

## (c) Growth outside the interval

Let $\sigma=(b+a)/(b-a)$. Show that $\rho>0$ and $T_n(\sigma)\ge1/(2\rho^n)$.

**Solution.** With $s=\sqrt k>1$,
$$\sigma=\frac{s^2+1}{s^2-1}=\frac{\rho+\rho^{-1}}2 .$$
By (b), $T_n(\sigma)=(\rho^n+\rho^{-n})/2\ge\rho^{-n}/2$. The Lean proof first replaces $b$ by $s^2a$, which makes the identity for $\sigma$ rational.

```lean
/-- For `0 < a < b` the convergence factor `r` of `b / a` is positive, and the Chebyshev
polynomial at `(b + a) / (b - a)` is at least `1 / (2 r^n)`. -/
theorem chebyshev_growth {a b : ℝ} (ha : 0 < a) (hab : a < b) (n : ℕ) :
    0 < cgRate (b / a) ∧
      1 / (2 * cgRate (b / a) ^ n) ≤ (Chebyshev.T ℝ n).eval ((b + a) / (b - a)) := by
  obtain ⟨s, hs, hr, hb⟩ : ∃ s : ℝ, 1 < s ∧ cgRate (b / a) = (s - 1) / (s + 1) ∧
      b = s ^ 2 * a := by
    refine ⟨√(b / a), Real.lt_sqrt_of_sq_lt ?_, rfl, ?_⟩
    · rw [one_pow, lt_div_iff₀ ha]; linarith
    · rw [Real.sq_sqrt (div_pos (ha.trans hab) ha).le, div_mul_cancel₀ _ ha.ne']
  have h1 : 0 < s - 1 := by linarith
  have h2 : 0 < s + 1 := by linarith
  have h1' := h1.ne'
  have h2' := h2.ne'
  have hσ : (b + a) / (b - a) = ((s - 1) / (s + 1) + (s + 1) / (s - 1)) / 2 := by
    have e : b - a = a * ((s - 1) * (s + 1)) := by rw [hb]; ring
    rw [e, hb]
    field_simp
    ring
  have htu : (s - 1) / (s + 1) * ((s + 1) / (s - 1)) = 1 := by field_simp
  have hu : ((s + 1) / (s - 1)) ^ n = 1 / ((s - 1) / (s + 1)) ^ n := by
    rw [← one_div_pow, one_div_div]
  rw [hr, hσ, chebyshev_eval_mean n htu, hu]
  have ht : 0 < (s - 1) / (s + 1) := div_pos h1 h2
  have hp := pow_pos ht n
  refine ⟨ht, ?_⟩
  generalize ((s - 1) / (s + 1)) ^ n = q at hp
  have e : 1 / (2 * q) = 1 / q / 2 := by field_simp
  linarith
```

## (d) From a polynomial to a trial point

Let $p$ have degree at most $n$ and $p(0)=1$. Find a point $y$ of the affine Krylov space with error $p(A)e_0$, where $e_0=x_s-x_0$.

**Solution.** Take $y=x_s-p(A)e_0$ and write $p(t)=1+\sum_{i<n}c_{i+1}t^{i+1}$. Since $Ae_0=f-Ax_0$,
$$y-x_0=e_0-p(A)e_0=-\sum_{i<n}c_{i+1}A^i(f-Ax_0),$$
which lies in $K_n$. In Lean, `aeval A p` is $p(A)$, and `Finset.sum_range_succ'` splits off the constant term.

```lean
/-- Every polynomial `p` of degree at most `n` with `p(0) = 1` gives a point of the affine
Krylov space whose error is `p(A)` applied to the initial error. -/
theorem exists_krylov_point (A : E →ₗ[ℝ] E) {f xs : E} (hsol : A xs = f) (x₀ : E) {n : ℕ}
    {p : ℝ[X]} (hdeg : p.natDegree ≤ n) (hp : p.eval 0 = 1) :
    ∃ y, y - x₀ ∈ krylov A (f - A x₀) n ∧ xs - y = aeval A p (xs - x₀) := by
  refine ⟨xs - aeval A p (xs - x₀), ?_, sub_sub_cancel _ _⟩
  have h0 : p.coeff 0 = 1 := by rw [coeff_zero_eq_eval_zero, hp]
  have h : xs - aeval A p (xs - x₀) - x₀
      = -∑ i ∈ Finset.range n, p.coeff (i + 1) • (A ^ i) (f - A x₀) := by
    rw [aeval_eq_sum_range' (show p.natDegree < n + 1 by omega), Finset.sum_range_succ', h0,
      ← hsol, ← map_sub A]
    simp only [LinearMap.add_apply, LinearMap.sum_apply, LinearMap.smul_apply, pow_succ,
      Module.End.mul_apply, pow_zero, Module.End.one_apply, one_smul]
    abel
  rw [h]
  exact neg_mem (sum_mem fun i hi => Submodule.smul_mem _ _
    (Submodule.subset_span ⟨⟨i, Finset.mem_range.1 hi⟩, rfl⟩))
```

## (e) Energy norm of $p(A)e$

If $|p|\le c$ on $[a,b]$, with $c\ge0$, show that $\|p(A)e\|_A\le c\|e\|_A$.

**Solution.** In an orthonormal eigenbasis $v_i$ with eigenvalues $l_i$,
$$\|p(A)e\|_A^2=\sum_i l_i\,p(l_i)^2\langle v_i,e\rangle^2\le c^2\sum_i l_i\langle v_i,e\rangle^2=c^2\|e\|_A^2 .$$

The proof turns on Mathlib's spectral theorem. From `hA : A.IsSymmetric`, `hA.eigenvectorBasis rfl` builds the basis; `rfl` fixes its index set as `Fin` of the dimension. `hA.hasEigenvalue_eigenvalues` certifies each listed number as an eigenvalue, so `hspec` places it in $[a,b]$. The `obtain` keeps only these facts, and the rest is algebra of finite sums.

```lean
/-- If `|p| ≤ c` on an interval `[a, b]` of positive numbers containing all eigenvalues of the
symmetric operator `A`, then `p(A)` enlarges the energy norm by at most the factor `c`. -/
theorem energyNorm_aeval_le [FiniteDimensional ℝ E] {A : E →ₗ[ℝ] E} (hA : A.IsSymmetric)
    {a b c : ℝ} (ha : 0 < a) (hspec : ∀ μ, Module.End.HasEigenvalue A μ → μ ∈ Set.Icc a b)
    (hc : 0 ≤ c) {p : ℝ[X]} (hp : ∀ t ∈ Set.Icc a b, |p.eval t| ≤ c) (e : E) :
    energyNorm A (aeval A p e) ≤ c * energyNorm A e := by
  -- expand in an orthonormal eigenbasis
  obtain ⟨m, v, l, hv, hl⟩ : ∃ (m : ℕ) (v : OrthonormalBasis (Fin m) ℝ E) (l : Fin m → ℝ),
      (∀ i, A (v i) = l i • v i) ∧ ∀ i, l i ∈ Set.Icc a b :=
    ⟨Module.finrank ℝ E, hA.eigenvectorBasis rfl, hA.eigenvalues rfl,
      fun i => hA.apply_eigenvectorBasis rfl i,
      fun i => hspec _ (hA.hasEigenvalue_eigenvalues rfl i)⟩
  have hcoef : ∀ i x, inner ℝ (v i) (A x) = l i * inner ℝ (v i) x := by
    intro i x
    rw [← hA (v i) x, hv, real_inner_smul_left]
  have hpow : ∀ (k : ℕ) i x, inner ℝ (v i) ((A ^ k) x) = l i ^ k * inner ℝ (v i) x := by
    intro k i x
    induction k with
    | zero => simp
    | succ k ih => rw [pow_succ', Module.End.mul_apply, hcoef, ih]; ring
  have hpoly : ∀ i, inner ℝ (v i) (aeval A p e) = p.eval (l i) * inner ℝ (v i) e := by
    intro i
    rw [aeval_eq_sum_range, eval_eq_sum_range, LinearMap.sum_apply, inner_sum, Finset.sum_mul]
    refine Finset.sum_congr rfl fun k _ => ?_
    rw [LinearMap.smul_apply, real_inner_smul_right, hpow]
    ring
  have hen : ∀ x, inner ℝ x (A x) = ∑ i, l i * inner ℝ (v i) x ^ 2 := by
    intro x
    rw [← v.sum_inner_mul_inner x (A x)]
    refine Finset.sum_congr rfl fun i _ => ?_
    rw [hcoef, real_inner_comm (v i) x]
    ring
  have h : inner ℝ (aeval A p e) (A (aeval A p e)) ≤ c ^ 2 * inner ℝ e (A e) := by
    rw [hen, hen, Finset.mul_sum]
    refine Finset.sum_le_sum fun i _ => ?_
    rw [hpoly]
    have h1 := abs_le.1 (hp _ (hl i))
    have h2 : p.eval (l i) ^ 2 ≤ c ^ 2 := sq_le_sq' h1.1 h1.2
    have h3 : 0 ≤ l i * inner ℝ (v i) e ^ 2 :=
      mul_nonneg (ha.le.trans (hl i).1) (sq_nonneg _)
    have h4 := mul_le_mul_of_nonneg_right h2 h3
    linarith
  calc energyNorm A (aeval A p e) ≤ √(c ^ 2 * inner ℝ e (A e)) := Real.sqrt_le_sqrt h
    _ = c * energyNorm A e := by
      rw [Real.sqrt_mul (sq_nonneg c), Real.sqrt_sq hc, energyNorm]
```

## (f) The sharper Chebyshev bound

Show that $\|x_s-x\|_A\le\|x_s-x_0\|_A/T_n(\sigma)$.

**Solution.** Choose
$$p(t)=\frac{T_n\big((b+a-2t)/(b-a)\big)}{T_n(\sigma)} .$$
By (c), $T_n(\sigma)>0$, so $p$ is well defined, with $p(0)=1$ and $\deg p\le n$. For $t\in[a,b]$ the argument lies in $[-1,1]$, so (a) gives $|p(t)|\le1/T_n(\sigma)$. Part (d) supplies a trial point, minimality compares $x$ with it, and (e) bounds its error. Lean takes the same steps and proves the degree bound for $T_n$ by induction.

```lean
/-- For symmetric `A` with all eigenvalues in `[a, b]`, `0 < a < b`, the energy-norm error of the
`n`-th Krylov minimizer is at most the initial one divided by the Chebyshev polynomial value `T_n((b
+ a) / (b - a))`. -/
theorem error_le_div_chebyshev [FiniteDimensional ℝ E] {A : E →ₗ[ℝ] E} (hA : A.IsSymmetric)
    {a b : ℝ} (ha : 0 < a) (hab : a < b)
    (hspec : ∀ μ, Module.End.HasEigenvalue A μ → μ ∈ Set.Icc a b)
    {f xs x₀ x : E} (hsol : A xs = f) {n : ℕ} (hx : IsKrylovMinimizer A f xs x₀ n x) :
    energyNorm A (xs - x)
      ≤ energyNorm A (xs - x₀) / (Chebyshev.T ℝ n).eval ((b + a) / (b - a)) := by
  obtain ⟨hr, hg⟩ := chebyshev_growth ha hab n
  have hc : 0 < (Chebyshev.T ℝ n).eval ((b + a) / (b - a)) :=
    lt_of_lt_of_le (by positivity) hg
  have hd : 0 < b - a := sub_pos.2 hab
  have hT : (Chebyshev.T ℝ n).natDegree ≤ n := by
    clear hx hg hc
    induction n using Nat.twoStepInduction with
    | zero => simp
    | one => simp
    | more n h0 h1 =>
      have hrec : Chebyshev.T ℝ ((n + 2 : ℕ) : ℤ)
          = 2 * X * Chebyshev.T ℝ ((n + 1 : ℕ) : ℤ) - Chebyshev.T ℝ (n : ℤ) := by
        push_cast
        exact Chebyshev.T_add_two ℝ n
      have h2 : (2 * X : ℝ[X]).natDegree ≤ 1 := by compute_degree
      have h3 := natDegree_mul_le (p := (2 * X : ℝ[X]))
        (q := Chebyshev.T ℝ ((n + 1 : ℕ) : ℤ))
      rw [hrec]
      exact (natDegree_sub_le _ _).trans (max_le (by omega) (by omega))
  -- the Chebyshev polynomial moved to `[a, b]` and normalized at zero
  let q : ℝ[X] := C ((b + a) / (b - a)) - C (2 / (b - a)) * X
  let p : ℝ[X] := C ((Chebyshev.T ℝ n).eval ((b + a) / (b - a)))⁻¹ * (Chebyshev.T ℝ n).comp q
  have hq : q.natDegree ≤ 1 := by
    dsimp only [q]
    compute_degree
  have hdeg : p.natDegree ≤ n := by
    refine (natDegree_C_mul_le _ _).trans ?_
    rw [natDegree_comp]
    calc _ ≤ n * 1 := Nat.mul_le_mul hT hq
      _ = n := mul_one n
  have heval : ∀ t, p.eval t = ((Chebyshev.T ℝ n).eval ((b + a) / (b - a)))⁻¹ *
      (Chebyshev.T ℝ n).eval ((b + a) / (b - a) - 2 / (b - a) * t) := by
    intro t
    simp only [p, q, eval_mul, eval_C, eval_comp, eval_sub, eval_X]
  have hp0 : p.eval 0 = 1 := by
    rw [heval, mul_zero, sub_zero, inv_mul_cancel₀ hc.ne']
  have hp : ∀ t ∈ Set.Icc a b,
      |p.eval t| ≤ ((Chebyshev.T ℝ n).eval ((b + a) / (b - a)))⁻¹ := by
    intro t ht
    have e : (b + a) / (b - a) - 2 / (b - a) * t = (b + a - 2 * t) / (b - a) := by ring
    rw [heval, abs_mul, abs_of_pos (inv_pos.2 hc), e]
    refine mul_le_of_le_one_right (inv_pos.2 hc).le (chebyshev_abs_le_one n ?_ ?_)
    · rw [le_div_iff₀ hd]; linarith [ht.2]
    · rw [div_le_iff₀ hd]; linarith [ht.1]
  obtain ⟨y, hy, hye⟩ := exists_krylov_point A hsol x₀ hdeg hp0
  have h := hx.2 y hy
  rw [hye] at h
  rw [div_eq_inv_mul]
  exact h.trans (energyNorm_aeval_le hA ha hspec (inv_pos.2 hc).le hp _)
```

## (g) The bound in terms of $\sqrt k$

Derive the inequality stated at the start.

**Solution.** By (c), $1/T_n(\sigma)\le2\rho^n$; insert this in (f). Lean clears the positive denominators before comparing.

```lean
/-- For symmetric `A` with all eigenvalues in `[a, b]`, `0 < a < b`, and `k = b / a`, the
energy-norm error of the `n`-th Krylov minimizer is at most `2 ((√k - 1) / (√k + 1))^n` times the
initial one. -/
theorem conjugate_gradient_error_bound [FiniteDimensional ℝ E] {A : E →ₗ[ℝ] E}
    (hA : A.IsSymmetric) {a b : ℝ} (ha : 0 < a) (hab : a < b)
    (hspec : ∀ μ, Module.End.HasEigenvalue A μ → μ ∈ Set.Icc a b)
    {f xs x₀ x : E} (hsol : A xs = f) {n : ℕ} (hx : IsKrylovMinimizer A f xs x₀ n x) :
    energyNorm A (xs - x)
      ≤ 2 * ((√(b / a) - 1) / (√(b / a) + 1)) ^ n * energyNorm A (xs - x₀) := by
  change _ ≤ 2 * cgRate (b / a) ^ n * _
  obtain ⟨hr, hg⟩ := chebyshev_growth ha hab n
  have hc : 0 < (Chebyshev.T ℝ n).eval ((b + a) / (b - a)) :=
    lt_of_lt_of_le (by positivity) hg
  refine (error_le_div_chebyshev hA ha hab hspec hsol hx).trans ?_
  rw [div_le_iff₀ (by positivity)] at hg
  rw [div_le_iff₀ hc]
  have hE : 0 ≤ energyNorm A (xs - x₀) := Real.sqrt_nonneg _
  have h := mul_le_mul_of_nonneg_left hg hE
  linarith
```

## (h) Steps sufficient for a tolerance

For $\varepsilon>0$, show that $n\ge\frac{\sqrt k+1}2\log\frac2\varepsilon$ guarantees a relative energy-norm error of at most $\varepsilon$, in the sense $\|x_s-x\|_A\le\varepsilon\|x_s-x_0\|_A$.

**Solution.** Since $1+z\le e^z$,
$$\rho=1-\frac2{\sqrt k+1}\le e^{-2/(\sqrt k+1)},\qquad 2\rho^n\le2e^{-2n/(\sqrt k+1)}\le\varepsilon .$$
`Real.add_one_le_exp` is the first inequality.

```lean
/-- Let `A` be symmetric with all eigenvalues in `[a, b]`, `0 < a < b`, and let `ε > 0`. Once `n ≥
(√k + 1) / 2 · log (2 / ε)` with `k = b / a`, the energy-norm error of the `n`-th Krylov minimizer
is at most `ε` times the initial one. -/
theorem steps_for_tolerance [FiniteDimensional ℝ E] {A : E →ₗ[ℝ] E}
    (hA : A.IsSymmetric) {a b : ℝ} (ha : 0 < a) (hab : a < b)
    (hspec : ∀ μ, Module.End.HasEigenvalue A μ → μ ∈ Set.Icc a b)
    {f xs x₀ x : E} (hsol : A xs = f) {n : ℕ} (hx : IsKrylovMinimizer A f xs x₀ n x)
    {ε : ℝ} (hε : 0 < ε) (hn : (√(b / a) + 1) / 2 * Real.log (2 / ε) ≤ n) :
    energyNorm A (xs - x) ≤ ε * energyNorm A (xs - x₀) := by
  refine (conjugate_gradient_error_bound hA ha hab hspec hsol hx).trans ?_
  refine mul_le_mul_of_nonneg_right ?_ (Real.sqrt_nonneg _)
  have hr : 0 < (√(b / a) - 1) / (√(b / a) + 1) := (chebyshev_growth ha hab n).1
  have hs : 0 < √(b / a) + 1 := by positivity
  generalize √(b / a) = s at hn hr hs
  -- the factor is `1 - 2 / (s + 1)`, which is below an exponential
  have h1 : (s - 1) / (s + 1) ≤ Real.exp (-(2 / (s + 1))) := by
    have e : (s - 1) / (s + 1) = -(2 / (s + 1)) + 1 := by
      field_simp
      ring
    rw [e]
    exact Real.add_one_le_exp _
  have h2 : Real.log (2 / ε) ≤ n * (2 / (s + 1)) := by
    have h := mul_le_mul_of_nonneg_right hn (div_pos two_pos hs).le
    have e : (s + 1) / 2 * Real.log (2 / ε) * (2 / (s + 1)) = Real.log (2 / ε) := by
      field_simp
    linarith
  have h3 : ((s - 1) / (s + 1)) ^ n ≤ ε / 2 := by
    calc ((s - 1) / (s + 1)) ^ n ≤ Real.exp (-(2 / (s + 1))) ^ n :=
          pow_le_pow_left₀ hr.le h1 n
      _ = Real.exp (n * -(2 / (s + 1))) := (Real.exp_nat_mul _ n).symm
      _ ≤ Real.exp (-Real.log (2 / ε)) := Real.exp_le_exp.2 (by linarith)
      _ = ε / 2 := by rw [Real.exp_neg, Real.exp_log (by positivity), inv_div]
  linarith
```

## (i) Equality at the first step

Let $u,w$ be orthonormal, $Au=au$, $Aw=bw$ and $e_0=bu+aw$. Find the first minimizer and show that it attains the bound in (f).

**Solution.** The residual is $ab(u+w)$. A step of length $t$ along it leaves the squared energy error
$$a(b-tab)^2+b(a-tab)^2,$$
a parabola with vertex $\tau=2/(a+b)$. There the error is $\frac{b-a}{b+a}(bu-aw)$. Since $\|bu-aw\|_A=\|e_0\|_A=\sqrt{ab(a+b)}$, the relative error is $(b-a)/(b+a)=1/T_1(\sigma)$. Lean completes the square in `hpar`.

```lean
/-- For orthonormal eigenvectors `u, w` with eigenvalues `0 < a < b` and initial error `b u + a w`,
the step of length `2 / (a + b)` along the residual is the first Krylov minimizer, and its error
equals the initial one divided by `T_1((b + a) / (b - a))`. -/
theorem chebyshev_bound_attained (A : E →ₗ[ℝ] E) {a b : ℝ} (ha : 0 < a) (hab : a < b)
    {u w xs x₀ : E} (hu : A u = a • u) (hw : A w = b • w) (huu : inner ℝ u u = (1 : ℝ))
    (hww : inner ℝ w w = (1 : ℝ)) (huw : inner ℝ u w = (0 : ℝ))
    (h0 : xs - x₀ = b • u + a • w) :
    IsKrylovMinimizer A (A xs) xs x₀ 1 (x₀ + (2 / (a + b)) • (A xs - A x₀)) ∧
      energyNorm A (xs - (x₀ + (2 / (a + b)) • (A xs - A x₀)))
        = energyNorm A (xs - x₀) / (Chebyshev.T ℝ 1).eval ((b + a) / (b - a)) := by
  have hb : 0 < b := ha.trans hab
  have hwu : inner ℝ w u = (0 : ℝ) := by rw [real_inner_comm, huw]
  have hen : ∀ c d : ℝ, energyNorm A (c • u + d • w) = √(a * c ^ 2 + b * d ^ 2) := by
    intro c d
    unfold energyNorm
    congr 1
    rw [map_add, map_smul, map_smul, hu, hw]
    simp only [inner_add_left, inner_add_right, real_inner_smul_left, real_inner_smul_right,
      huu, hww, huw, hwu]
    ring
  have hres : A xs - A x₀ = (a * b) • (u + w) := by
    rw [← map_sub A, h0, map_add, map_smul, map_smul, hu, hw]
    module
  have herr : ∀ t : ℝ, xs - (x₀ + t • (A xs - A x₀))
      = (b - t * (a * b)) • u + (a - t * (a * b)) • w := by
    intro t
    rw [hres, ← sub_sub, h0]
    module
  have hk : krylov A (A xs - A x₀) 1 = Submodule.span ℝ {A xs - A x₀} := by
    simp [krylov, Set.range_unique]
  have hτ : 2 / (a + b) * (a + b) = 2 := div_mul_cancel₀ _ (by positivity)
  refine ⟨⟨?_, fun y hy => ?_⟩, ?_⟩
  · rw [hk, add_sub_cancel_left]
    exact Submodule.smul_mem _ _ (Submodule.mem_span_singleton_self _)
  · rw [hk] at hy
    obtain ⟨t, ht⟩ := Submodule.mem_span_singleton.1 hy
    have hy' : y = x₀ + t • (A xs - A x₀) := by rw [ht]; abel
    rw [hy', herr, herr, hen, hen]
    apply Real.sqrt_le_sqrt
    generalize 2 / (a + b) = τ at hτ
    -- the squared error is a parabola in the step length with vertex `τ`
    have hpar : a * (b - t * (a * b)) ^ 2 + b * (a - t * (a * b)) ^ 2
        = a * (b - τ * (a * b)) ^ 2 + b * (a - τ * (a * b)) ^ 2
          + a ^ 2 * b ^ 2 * (a + b) * (t - τ) ^ 2 := by
      linear_combination 2 * a ^ 2 * b ^ 2 * (t - τ) * hτ
    have hpos : 0 ≤ a ^ 2 * b ^ 2 * (a + b) * (t - τ) ^ 2 := by positivity
    linarith
  · have hq : 0 ≤ (b - a) / (b + a) := div_nonneg (by linarith) (by linarith)
    have e : a * (b - 2 / (a + b) * (a * b)) ^ 2 + b * (a - 2 / (a + b) * (a * b)) ^ 2
        = ((b - a) / (b + a)) ^ 2 * (a * b ^ 2 + b * a ^ 2) := by
      have hne : a + b ≠ 0 := by positivity
      rw [add_comm b a]
      field_simp
      ring
    rw [herr, h0, hen, hen, e, Real.sqrt_mul (sq_nonneg _), Real.sqrt_sq hq,
      Chebyshev.T_one, eval_X, div_eq_mul_inv _ ((b + a) / (b - a)), inv_div, mul_comm]

end

end ConjugateGradientChebyshev
```

```lean
#print axioms ConjugateGradientChebyshev.error_le_div_chebyshev
#print axioms ConjugateGradientChebyshev.steps_for_tolerance
#print axioms ConjugateGradientChebyshev.chebyshev_bound_attained
```

```
'ConjugateGradientChebyshev.error_le_div_chebyshev' depends on axioms: [propext, Classical.choice, Quot.sound]
'ConjugateGradientChebyshev.steps_for_tolerance' depends on axioms: [propext, Classical.choice, Quot.sound]
'ConjugateGradientChebyshev.chebyshev_bound_attained' depends on axioms: [propext, Classical.choice, Quot.sound]
```
